# Updates of fewer than L/2 unit-hop steps keep the winding number on an L-site ring, and n fair steps displace a worm head by L or more sites, counted without wrapping, with probability at most n/L²

Before I read a superfluid response off the winding-number fluctuations of a path-integral run, I have to check that my moves can change the winding number at all. My paths live on a ring of \(L\) sites and hop by at most one site per time slice. If a move redraws \(m\) consecutive steps and leaves the ends of that window on the same sites, I believe that the winding number \(W\) cannot change as long as \(2m<L\). A worm head can walk around the ring, but if it makes \(n\) independent fair unit steps, its mean-square displacement is only \(n\), so it should end at least \(L\) sites away, counted along the line without wrapping back onto the ring, with probability at most \(n/L^2\). I would like to see both claims made rigorous, with a proof that a machine has checked. Can this be done in Lean 4 with Mathlib?

## Winding survives short windows, and a fair head spreads diffusively

Yes. Both claims follow from counting steps, and the file below proves them for a single closed path in one dimension and for an unbiased head.

**The window.** Let the path have steps \(s_0,\dots,s_{N-1}\in\{-1,0,1\}\), and let

\[
x_t=\sum_{i<t}s_i
\]

be its lifted position, which counts sites along the line without wrapping them back onto the ring. The path closes with winding number \(W\) when \(x_N=LW\). An update replaces the steps \(s_a,\dots,s_{a+m-1}\) by new ones from the same set. Primes denote the new path, and \(d_k=x'_{a+k}-x_{a+k}\) is the mismatch after \(k\) steps of the window.

Nothing changes before the window, so \(d_0=0\). Each further step adds

\[
d_{k+1}-d_k=s'_{a+k}-s_{a+k}\in[-2,2],
\]

and therefore \(|d_k|\le 2k\) for \(k\le m\). At the end of the window both paths sit on the same site of the ring, so \(d_m\) is a multiple of \(L\). Since \(|d_m|\le 2m<L\), the only possible multiple is zero. All later steps agree, hence \(x'_N=x_N\), and \(W\) is the same. Repeating the argument covers any finite sequence of such updates.

The condition is sharp. Take \(L=N=2m\) with \(m\ge1\) and let every step be \(+1\), so that \(W=1\). Reversing the first \(m\) steps moves the lifted position at time \(m\) from \(m\) to \(-m\). These differ by exactly \(L\) and are the same site. The new path ends at \(-m+m=0\), so its winding number is 0. The smallest case is a ring of two sites, where the steps \((1,1)\) become \((-1,1)\): a hop to the left and a hop to the right reach the same neighbour.

**The head.** Let \(D_n\) be the sum of \(n\) signs \(\pm1\). This is the head's displacement counted along the line, so a head with \(D_n=\pm L\) has gone once around the ring and is back on its starting site. Let \(S_n\) be the sum of \(D_n^2\) over all \(2^n\) sign sequences. Splitting off the first step and using \((D+1)^2+(D-1)^2=2D^2+2\) gives

\[
S_{n+1}=2S_n+2\cdot2^n,\qquad S_0=0 .
\]

If \(S_n=n2^n\), then \(S_{n+1}=(n+1)2^{n+1}\), so by induction the mean square is \(S_n/2^n=n\). For the tail, every sequence with \(|D_n|\ge L\) has \(D_n^2\ge L^2\), and all others contribute at least zero. Averaging gives

\[
L^2\,P(|D_n|\ge L)\le \langle D_n^2\rangle=n,
\]

and division by \(L^2\) for \(L>0\) is the stated bound.

**Four sites by hand.** For \(L=4\) the condition \(2m<L\) allows windows of one step, while a window of two steps can already turn \((1,1,1,1)\) into \((-1,-1,1,1)\) and take \(W\) from 1 to 0. A head that makes \(n=4\) steps ends at \(\pm4\) with probability \(1/16\) each, at \(\pm2\) with probability \(4/16\) each, and at 0 with probability \(6/16\). The mean square is \((2\cdot16+8\cdot4)/16=4\). The probability of ending at least four sites away is \(1/8\), below the bound \(4/16=1/4\).

Here is the complete file.

```lean
import Mathlib

namespace WormWinding

noncomputable section

/-- Lifted position after `t` steps of a path that starts at the origin. -/
def position (s : ℕ → ℤ) (t : ℕ) : ℤ := ∑ i ∈ Finset.range t, s i

/-- The first `N` steps are hops by at most one site: each is -1, 0 or 1. -/
def IsPath (N : ℕ) (s : ℕ → ℤ) : Prop := ∀ i < N, -1 ≤ s i ∧ s i ≤ 1

/-- The path of `N` steps closes on the ring of `L` sites with winding number `W`. -/
def Winds (L N : ℕ) (s : ℕ → ℤ) (W : ℤ) : Prop := position s N = L * W

/-- The path `s'` arises from `s` by replacing the `m` steps that follow time `a`,
with the endpoints of the window fixed on the ring of `L` sites. -/
structure LocalUpdate (L N a m : ℕ) (s s' : ℕ → ℤ) : Prop where
  fits : a + m ≤ N
  old_steps : IsPath N s
  new_steps : IsPath N s'
  outside : ∀ i < N, (i < a ∨ a + m ≤ i) → s' i = s i
  endpoint : position s' (a + m) ≡ position s (a + m) [ZMOD L]

/-- A local update whose window is shorter than half the ring. -/
def ShortUpdate (L N : ℕ) (s s' : ℕ → ℤ) : Prop :=
  ∃ a m, 2 * m < L ∧ LocalUpdate L N a m s s'

/-- After `k` steps inside the window, the old and new lifted positions differ by at
most `2 k`. -/
theorem LocalUpdate.drift_le {L N a m : ℕ} {s s' : ℕ → ℤ}
    (h : LocalUpdate L N a m s s') {k : ℕ} (hk : k ≤ m) :
    |position s' (a + k) - position s (a + k)| ≤ 2 * (k : ℤ) := by
  have hf := h.fits
  induction k with
  | zero =>
    -- before the window the two paths coincide
    have e : position s' a = position s a := by
      refine Finset.sum_congr rfl (fun i hi => ?_)
      have hi' := Finset.mem_range.mp hi
      exact h.outside i (by omega) (Or.inl hi')
    simp [e]
  | succ k ih =>
    have ih' := abs_le.mp (ih (by omega))
    have o := h.old_steps (a + k) (by omega)
    have p := h.new_steps (a + k) (by omega)
    have e : position s (a + (k + 1)) = position s (a + k) + s (a + k) :=
      Finset.sum_range_succ s (a + k)
    have e' : position s' (a + (k + 1)) = position s' (a + k) + s' (a + k) :=
      Finset.sum_range_succ s' (a + k)
    rw [e, e', abs_le]
    push_cast
    constructor <;> omega

/-- If the window is shorter than half the ring, the lifted positions from its end
onwards are unchanged. -/
theorem LocalUpdate.position_after {L N a m : ℕ} {s s' : ℕ → ℤ}
    (h : LocalUpdate L N a m s s') (hm : 2 * m < L) {k : ℕ} (hk : a + m + k ≤ N) :
    position s' (a + m + k) = position s (a + m + k) := by
  induction k with
  | zero =>
    rw [Nat.add_zero]
    -- the mismatch is a multiple of L that is smaller than L
    obtain ⟨c, hc⟩ := h.endpoint.dvd
    have b := abs_le.mp (h.drift_le le_rfl)
    have hL : 2 * (m : ℤ) < L := by exact_mod_cast hm
    have hL0 : (0 : ℤ) ≤ L := Int.natCast_nonneg L
    have h1 : c < 1 := by
      by_contra hh
      have h2 := mul_le_mul_of_nonneg_left (not_lt.mp hh) hL0
      linarith [b.1, b.2]
    have h2 : -1 < c := by
      by_contra hh
      have h3 := mul_le_mul_of_nonneg_left (not_lt.mp hh) hL0
      linarith [b.1, b.2]
    have h0 : c = 0 := by omega
    rw [h0, mul_zero] at hc
    linarith
  | succ k ih =>
    have e : position s (a + m + (k + 1)) = position s (a + m + k) + s (a + m + k) :=
      Finset.sum_range_succ s (a + m + k)
    have e' : position s' (a + m + (k + 1)) = position s' (a + m + k) + s' (a + m + k) :=
      Finset.sum_range_succ s' (a + m + k)
    rw [e, e', ih (by omega), h.outside (a + m + k) (by omega) (Or.inr (by omega))]

/-- Replacing `m` consecutive steps with `2 m < L`, endpoints fixed on the ring, leaves
the winding number unchanged. -/
theorem LocalUpdate.winding_iff {L N a m : ℕ} {s s' : ℕ → ℤ}
    (h : LocalUpdate L N a m s s') (hm : 2 * m < L) (W : ℤ) :
    Winds L N s' W ↔ Winds L N s W := by
  have hf := h.fits
  have e := h.position_after hm (k := N - (a + m)) (by omega)
  rw [show a + m + (N - (a + m)) = N by omega] at e
  unfold Winds
  rw [e]

/-- Any finite chain of short updates leaves the winding number unchanged. -/
theorem winding_iff_of_chain {L N : ℕ} {s s' : ℕ → ℤ}
    (h : Relation.ReflTransGen (ShortUpdate L N) s s') (W : ℤ) :
    Winds L N s' W ↔ Winds L N s W := by
  induction h with
  | refl => exact Iff.rfl
  | tail _ hstep ih =>
    obtain ⟨a, m, hm, hu⟩ := hstep
    exact (hu.winding_iff hm W).trans ih

/-- The path whose first `m` steps go backward and whose later steps go forward. -/
def halfReversed (m : ℕ) (i : ℕ) : ℤ := if i < m then -1 else 1

/-- On a ring of `2 m` sites, reversing the first `m` steps of the uniformly advancing
path is a local update that takes the winding number from 1 to 0. -/
theorem half_ring_update_changes_winding {m : ℕ} (hm : 0 < m) :
    LocalUpdate (2 * m) (2 * m) 0 m (fun _ => 1) (halfReversed m) ∧
      Winds (2 * m) (2 * m) (fun _ => 1) 1 ∧
      Winds (2 * m) (2 * m) (halfReversed m) 0 ∧
      ¬ Winds (2 * m) (2 * m) (halfReversed m) 1 := by
  have p1 : ∀ t : ℕ, position (fun _ => 1) t = t := by
    intro t
    simp [position]
  have p2 : ∀ t : ℕ, position (halfReversed m) t =
      if t ≤ m then -(t : ℤ) else (t : ℤ) - 2 * m := by
    intro t
    induction t with
    | zero => simp [position]
    | succ t ih =>
      have e : position (halfReversed m) (t + 1) =
          position (halfReversed m) t + (if t < m then -1 else 1) :=
        Finset.sum_range_succ _ _
      rw [e, ih]
      split_ifs <;> omega
  refine ⟨⟨by omega, ?_, ?_, ?_, ?_⟩, ?_, ?_, ?_⟩
  · intro i _
    constructor <;> norm_num
  · intro i _
    unfold halfReversed
    split_ifs <;> norm_num
  · intro i _ hi
    show (if i < m then (-1 : ℤ) else 1) = 1
    exact if_neg (by omega)
  · rw [Nat.zero_add, p1, p2, if_pos le_rfl]
    exact Int.modEq_iff_dvd.mpr ⟨1, by push_cast; ring⟩
  · unfold Winds
    rw [p1]
    ring
  · unfold Winds
    rw [p2, mul_zero]
    split_ifs <;> omega
  · intro hW
    unfold Winds at hW
    rw [p2] at hW
    split_ifs at hW <;> omega

/-- Displacement of the worm head after `n` unit steps with directions `ω`. -/
def headShift {n : ℕ} (ω : Fin n → Bool) : ℤ := ∑ i, if ω i then 1 else -1

/-- Average over `n` independent fair choices of direction. -/
def average {n : ℕ} (f : (Fin n → Bool) → ℝ) : ℝ := (∑ ω, f ω) / 2 ^ n

/-- Probability of an event under `n` independent fair choices of direction. -/
def prob {n : ℕ} (p : (Fin n → Bool) → Prop) [DecidablePred p] : ℝ :=
  average (fun ω => if p ω then 1 else 0)

/-- The mean-square displacement of the worm head after `n` steps is `n`. -/
theorem mean_square_headShift (n : ℕ) :
    average (fun ω : Fin n → Bool => (headShift ω : ℝ) ^ 2) = n := by
  have key : ∑ ω : Fin n → Bool, (headShift ω : ℝ) ^ 2 = n * 2 ^ n := by
    induction n with
    | zero => simp [headShift]
    | succ n ih =>
      -- split off the first step
      have split : ∑ ω : Fin (n + 1) → Bool, (headShift ω : ℝ) ^ 2 =
          ∑ q : Bool × (Fin n → Bool),
            (headShift (Fin.cons q.1 q.2 : Fin (n + 1) → Bool) : ℝ) ^ 2 :=
        (Equiv.sum_comp (Fin.consEquiv (fun _ : Fin (n + 1) => Bool))
          (fun ω => (headShift ω : ℝ) ^ 2)).symm
      have ht : ∀ ω : Fin n → Bool,
          headShift (Fin.cons true ω : Fin (n + 1) → Bool) = 1 + headShift ω := by
        intro ω
        simp [headShift, Fin.sum_univ_succ]
      have hf : ∀ ω : Fin n → Bool,
          headShift (Fin.cons false ω : Fin (n + 1) → Bool) = -1 + headShift ω := by
        intro ω
        simp [headShift, Fin.sum_univ_succ]
      have hc : ∑ _ω : Fin n → Bool, (2 : ℝ) = 2 ^ n * 2 := by simp
      rw [split, Fintype.sum_prod_type, Fintype.sum_bool, ← Finset.sum_add_distrib]
      calc _ = ∑ ω : Fin n → Bool, (2 * (headShift ω : ℝ) ^ 2 + 2) := by
            refine Finset.sum_congr rfl (fun ω _ => ?_)
            simp only [ht, hf]
            push_cast
            ring
        _ = _ := by
            rw [Finset.sum_add_distrib, ← Finset.mul_sum, ih, hc]
            push_cast
            ring
  unfold average
  rw [key]
  field_simp

/-- An event that forces the head to end at least `L` sites from its start has probability `P` with
`P L² ≤ n`. -/
theorem prob_mul_sq_le {n : ℕ} (L : ℕ) (p : (Fin n → Bool) → Prop) [DecidablePred p]
    (h : ∀ ω, p ω → (L : ℤ) ≤ |headShift ω|) : prob p * (L : ℝ) ^ 2 ≤ n := by
  calc prob p * (L : ℝ) ^ 2
      = (∑ ω, (if p ω then (1 : ℝ) else 0) * (L : ℝ) ^ 2) / 2 ^ n := by
        unfold prob average
        rw [← Finset.sum_mul]
        ring
    _ ≤ (∑ ω : Fin n → Bool, (headShift ω : ℝ) ^ 2) / 2 ^ n := by
        refine div_le_div_of_nonneg_right (Finset.sum_le_sum (fun ω _ => ?_)) (by positivity)
        split_ifs with hp
        · have h1 : (L : ℝ) ≤ |(headShift ω : ℝ)| := by exact_mod_cast h ω hp
          rw [one_mul, ← sq_abs (headShift ω : ℝ)]
          exact pow_le_pow_left₀ (Nat.cast_nonneg L) h1 2
        · rw [zero_mul]
          positivity
    _ = n := mean_square_headShift n

/-- The worm head is displaced by at least `L` sites after `n` steps with probability at
most `n / L²`. -/
theorem prob_far_le (n : ℕ) {L : ℕ} (hL : 0 < L) :
    prob (fun ω : Fin n → Bool => (L : ℤ) ≤ |headShift ω|) ≤ n / (L : ℝ) ^ 2 := by
  have hL' : (0 : ℝ) < L := by exact_mod_cast hL
  rw [le_div_iff₀ (by positivity)]
  exact prob_mul_sq_le L _ (fun _ h => h)

/-- The probability `P` that the head's displacement after `n` steps is a nonzero
multiple of `L` satisfies `P L² ≤ n`. -/
theorem prob_wrap_mul_sq_le (n L : ℕ) :
    prob (fun ω : Fin n → Bool => headShift ω ≠ 0 ∧ (L : ℤ) ∣ headShift ω) * (L : ℝ) ^ 2
      ≤ n :=
  prob_mul_sq_le L _ (fun _ h =>
    Int.le_of_dvd (abs_pos.mpr h.1) ((dvd_abs _ _).mpr h.2))

end

end WormWinding
```

```lean
#print axioms WormWinding.winding_iff_of_chain
-- 'WormWinding.winding_iff_of_chain' depends on axioms: [propext, Classical.choice, Quot.sound]
#print axioms WormWinding.half_ring_update_changes_winding
-- 'WormWinding.half_ring_update_changes_winding' depends on axioms: [propext, Classical.choice, Quot.sound]
#print axioms WormWinding.prob_far_le
-- 'WormWinding.prob_far_le' depends on axioms: [propext, Classical.choice, Quot.sound]
#print axioms WormWinding.prob_wrap_mul_sq_le
-- 'WormWinding.prob_wrap_mul_sq_le' depends on axioms: [propext, Classical.choice, Quot.sound]
```

### How the definitions encode the ring and the worm

A path is a function `s : ℕ → ℤ`, of which only the first `N` values matter. `IsPath` restricts these to \(-1\), 0 or 1. Physically, this stands for time slices short enough that hops over more than one site are left out of the model. `position s t` is \(x_t\), with the starting site as origin, and `Winds L N s W` says \(x_N=LW\).

`LocalUpdate L N a m s s'` collects the conditions on a move: the window fits into the path, old and new steps are allowed hops, steps outside the window are unchanged, and the positions at time `a + m` agree modulo `L`. This last condition, written with `[ZMOD L]`, keeps the rest of the path attached to the same sites. The beginning of the window needs no condition of its own, because the earlier steps are unchanged. There are no Boltzmann weights and no acceptance rule in the definition, so the conclusion holds whatever rule selects the moves.

`LocalUpdate.winding_iff` states that, for every `W`, the new path winds `W` times exactly when the old one does. In `winding_iff_of_chain`, `Relation.ReflTransGen (ShortUpdate L N)` means a finite chain of short updates, possibly empty, in which each update may choose its own window. `half_ring_update_changes_winding` is the counterexample at \(L=2m\).

For the head, `ω : Fin n → Bool` is a sequence of directions, `headShift ω` is \(D_n\), and `average` gives each of the \(2^n\) sequences the same weight. This expresses independent fair steps, and it stands for a head that feels no interaction and no bias from the weights of the configuration. `prob_far_le` is the tail bound for `0 < L`. `prob_wrap_mul_sq_le` bounds, in the form \(PL^2\le n\), the probability \(P\) that the head ends at a nonzero multiple of \(L\), which means back on its starting site after a net trip around the ring.

The path and the head are separate models. The file contains no update windows that cross the time origin of the closed path, no worm moves acting on a path, no imaginary-time motion of the head, and no exchange moves that reconnect several world lines. The tail bound concerns the displacement at the end of the \(n\) steps, not the largest distance reached on the way.

### From the mismatch bound to the tail estimate

`LocalUpdate.drift_le` is the estimate \(|d_k|\le2k\), by induction on `k`. The base case uses the field `outside` to identify the two paths before the window. In the induction step, `Finset.sum_range_succ` peels off one step from each position, and `omega` combines the bounds on the old and new step with the induction hypothesis.

`LocalUpdate.position_after` treats the times from the end of the window onwards. Its base case writes the mismatch as \(L\) times an integer `c`. Assuming \(c\ge1\) or \(c\le-1\) makes the mismatch at least \(L\) in size, and `linarith` finds the contradiction with \(2m<L\), so `c = 0`. The induction step adds equal steps to equal positions. `LocalUpdate.winding_iff` evaluates this at the final time `N`, and `winding_iff_of_chain` applies it to each link of the chain.

For the counterexample, the auxiliary fact `p2` gives the lifted position of the half-reversed path in closed form: \(-t\) up to time \(m\) and \(t-2m\) afterwards. The window conditions and both winding numbers are then read off.

`mean_square_headShift` proves \(S_n=n2^n\) by induction. `Fin.consEquiv` splits a sequence of \(n+1\) directions into its first direction and the rest, `Fintype.sum_bool` writes out the two choices, and `ring` supplies the identity for \((D+1)^2+(D-1)^2\).

`prob_mul_sq_le` is the Chebyshev step for any event that forces \(|D_n|\ge L\). It compares the sums term by term, with one case for sequences in the event and one for the others, and then inserts the mean square. `prob_far_le` applies it to the event \(|D_n|\ge L\) itself and divides by \(L^2\). `prob_wrap_mul_sq_le` applies it to nonzero multiples of \(L\), whose absolute value is at least \(L\) by `Int.le_of_dvd`.

### What this means for a winding estimator

For a single path on a one-dimensional ring with unit hops, a run that starts at \(W=0\) and uses only short updates will report \(\langle W^2\rangle=0\) however long it lasts, so a vanishing winding estimate from such a run says nothing about superfluidity. For the unbiased head, ending at least \(L\) sites away with probability \(p\) takes at least \(pL^2\) steps, so the length of the walk has to grow with the square of the ring size if that probability is to stay fixed at a positive value.
